# At zero temperature, the zero-momentum pair ladder of a contact attraction in a half-filled band of constant density of states has exactly one pole on the positive imaginary energy axis

Take a half-filled band of half-bandwidth $W>0$ and constant density of states at zero temperature, with a contact attraction between opposite spins, and let $g>0$ be the strength of the attraction times the density of states per spin. The particle-particle ladder for pairs of zero total momentum then has exactly one pole $z=iy$ with $y>0$, at

$$y=\frac{2W}{\sqrt{e^{2/g}-1}} .$$

Cooper's problem keeps only particle pairs and gives a binding energy $D$ instead. I would like to see the pole, and its relation to $D$, derived rigorously and checked by machine. How does it go?

## Both bubbles reduce to a logarithm

Measure energies from the Fermi level at mid-band, at zero temperature, and absorb the density of states per spin into the dimensionless coupling $g$. With $x$ the distance of a single-particle level from the Fermi level, the ladder bubble at complex pair energy $z$ is

$$B(z)=\int_0^W\left(\frac{1}{2x-z}+\frac{1}{2x+z}\right)dx ,$$

with particle pairs in the first term and hole pairs in the second. For a contact attraction the ladder is a geometric series with ratio $gB(z)$, and its closed sum has a pole where $gB(z)=1$. At $z=iy$ the two terms combine:

$$B(iy)=\int_0^W\frac{4x}{4x^2+y^2}\,dx
=\frac12\log\frac{4W^2+y^2}{y^2}
=\frac12\log\left(1+\left(\frac{2W}{y}\right)^2\right).$$

So $gB(iy)=1$ means $(2W/y)^2=e^{2/g}-1$. The right side is positive, and since $y>0$ the square root gives the single solution above. Because $B(iy)>0$, such a pole also forces $g>0$.

Cooper's bubble at binding energy $D>0$ is

$$C(D)=\int_0^W\frac{dx}{2x+D}=\frac12\log\left(1+\frac{2W}{D}\right).$$

The two bubbles are equal exactly when $(2W/y)^2=2W/D$, that is, when $y^2=2WD$: $y$ is the geometric mean of the full bandwidth and $D$. Cooper's pole condition is $gC(D)=1$. If both pole conditions hold at the same $g$, then $2W/D=e^{2/g}-1$, hence $y^2=(e^{2/g}-1)D^2$. Therefore $D<y$ exactly when $e^{2/g}>2$, or $g<2/\log 2$.

Finally, $\sqrt{e^{2/g}-1}<e^{1/g}$ gives $y>2We^{-1/g}$. In the weak-coupling limit $g\to0^+$ this bound becomes asymptotically exact, while $D$ behaves as $2We^{-2/g}$: including the hole pairs halves the exponent.

## How the Lean statements express the physics

`ladderBubble W z` is the complex integral $B(z)$, `cooperBubble W D` is the real integral $C(D)$, and `ladderRate g W` is the closed formula for $y$. A pole is represented by the equation `(g : ℂ) * ladderBubble W (y * Complex.I) = 1`; the T-matrix itself is not defined.

`ladder_pole` says that `ladderRate g W` is positive and that a positive `y` satisfies the pole equation if and only if it equals this rate. Together these give existence and uniqueness on the positive imaginary axis; other complex energies are not addressed. In `cooper_lt_ladder_iff`, the Cooper pole condition is a hypothesis on `D`.

The bubbles are taken as definitions, not derived from Green's functions. For this model of non-interacting pair propagators in a band of constant density of states, the imaginary pole signals a pairing instability of the normal state: a small pair amplitude at first grows as $e^{yt/\hbar}$, which is why $y$ is called a rate. The closed form of $y$ can check a numerical search for the pole with the same bubble.

```lean
import Mathlib

open Real

namespace CooperVersusLadder

noncomputable section

/-- Cooper's pair bubble at binding energy `D`: only particle pairs, with energies `2x`,
in a band `0 ≤ x ≤ W` of constant density of states. -/
def cooperBubble (W D : ℝ) : ℝ := ∫ x in (0 : ℝ)..W, 1 / (2 * x + D)

/-- The many-body ladder bubble at complex pair energy `z`: particle pairs plus hole pairs. -/
def ladderBubble (W : ℝ) (z : ℂ) : ℂ :=
  ∫ x in (0 : ℝ)..W, (1 / (2 * (x : ℂ) - z) + 1 / (2 * (x : ℂ) + z))

/-- The rate `2W / √(exp(2/g) - 1)` for coupling `g` and half-bandwidth `W`. -/
def ladderRate (g W : ℝ) : ℝ := 2 * W / √(exp (2 / g) - 1)

/-- At energy `iy` with `y > 0` the particle and hole terms combine into the real integral of `4x /
(4x² + y²)`. -/
theorem ladderBubble_imag (W : ℝ) {y : ℝ} (hy : 0 < y) :
    ladderBubble W (y * Complex.I) =
      ((∫ x in (0 : ℝ)..W, 4 * x / (4 * x ^ 2 + y ^ 2) : ℝ) : ℂ) := by
  unfold ladderBubble
  rw [← intervalIntegral.integral_ofReal]
  apply intervalIntegral.integral_congr
  intro x _
  have h1 : 2 * (x : ℂ) - y * Complex.I ≠ 0 := by
    intro h
    have := congrArg Complex.im h
    simp at this
    linarith
  have h2 : 2 * (x : ℂ) + y * Complex.I ≠ 0 := by
    intro h
    have := congrArg Complex.im h
    simp at this
    linarith
  have hprod : 4 * (x : ℂ) ^ 2 + (y : ℂ) ^ 2 =
      (2 * (x : ℂ) - y * Complex.I) * (2 * (x : ℂ) + y * Complex.I) := by
    linear_combination (y : ℂ) ^ 2 * Complex.I_sq
  have key : 1 / (2 * (x : ℂ) - y * Complex.I) + 1 / (2 * (x : ℂ) + y * Complex.I) =
      ((4 * x / (4 * x ^ 2 + y ^ 2) : ℝ) : ℂ) := by
    push_cast
    rw [hprod, div_add_div _ _ h1 h2]
    congr 1
    ring
  exact key

/-- The ladder bubble at energy `iy` is `½ log(1 + (2W/y)²)`. -/
theorem ladderBubble_eq_log (W : ℝ) {y : ℝ} (hy : 0 < y) :
    ladderBubble W (y * Complex.I) = ((1 / 2 * log (1 + (2 * W / y) ^ 2) : ℝ) : ℂ) := by
  rw [ladderBubble_imag W hy]
  congr 1
  have hd : ∀ x ∈ Set.uIcc 0 W, HasDerivAt (fun x : ℝ => 1 / 2 * log (4 * (x * x) + y ^ 2))
      (4 * x / (4 * x ^ 2 + y ^ 2)) x := by
    intro x _
    have h : HasDerivAt (fun x : ℝ => 4 * (x * x) + y ^ 2) (4 * (1 * x + x * 1)) x :=
      (((hasDerivAt_id' x).fun_mul (hasDerivAt_id' x)).const_mul 4).add_const (y ^ 2)
    have hne : 4 * (x * x) + y ^ 2 ≠ 0 := by nlinarith [mul_self_nonneg x, pow_pos hy 2]
    exact ((h.log hne).const_mul (1 / 2)).congr_deriv (by ring)
  have hc : Continuous (fun x : ℝ => 4 * x / (4 * x ^ 2 + y ^ 2)) :=
    Continuous.div (by fun_prop) (by fun_prop) (fun x => by positivity)
  have e : 4 * (W * W) + y ^ 2 = (1 + (2 * W / y) ^ 2) * y ^ 2 := by
    rw [div_pow, add_mul, div_mul_cancel₀ _ (pow_ne_zero 2 hy.ne')]
    ring
  have e0 : 4 * ((0 : ℝ) * 0) + y ^ 2 = y ^ 2 := by ring
  have key := intervalIntegral.integral_eq_sub_of_hasDerivAt hd (hc.intervalIntegrable 0 W)
  refine key.trans ?_
  show 1 / 2 * log (4 * (W * W) + y ^ 2) - 1 / 2 * log (4 * ((0 : ℝ) * 0) + y ^ 2) = _
  rw [e, e0, log_mul (by positivity) (by positivity)]
  ring

/-- Cooper's bubble at binding energy `D` is `½ log(1 + 2W/D)`. -/
theorem cooperBubble_eq_log {W D : ℝ} (hW : 0 < W) (hD : 0 < D) :
    cooperBubble W D = 1 / 2 * log (1 + 2 * W / D) := by
  have hpos : ∀ x ∈ Set.uIcc 0 W, 2 * x + D ≠ 0 := by
    intro x hx
    rw [Set.uIcc_of_le hW.le] at hx
    linarith [hx.1]
  have hd : ∀ x ∈ Set.uIcc 0 W, HasDerivAt (fun x : ℝ => 1 / 2 * log (2 * x + D))
      (1 / (2 * x + D)) x := by
    intro x hx
    have h : HasDerivAt (fun x : ℝ => 2 * x + D) (2 * 1) x :=
      ((hasDerivAt_id' x).const_mul 2).add_const D
    exact ((h.log (hpos x hx)).const_mul (1 / 2)).congr_deriv (by ring)
  have hc : ContinuousOn (fun x : ℝ => 1 / (2 * x + D)) (Set.uIcc 0 W) :=
    ContinuousOn.div (by fun_prop) (by fun_prop) hpos
  have e : 2 * W + D = (1 + 2 * W / D) * D := by
    rw [add_mul, div_mul_cancel₀ _ hD.ne']
    ring
  have e0 : 2 * (0 : ℝ) + D = D := by ring
  calc cooperBubble W D = 1 / 2 * log (2 * W + D) - 1 / 2 * log (2 * (0 : ℝ) + D) :=
        intervalIntegral.integral_eq_sub_of_hasDerivAt hd hc.intervalIntegrable
    _ = _ := by
        rw [e, e0, log_mul (by positivity) hD.ne']
        ring

/-- A logarithmic bubble `½ log(1 + u)` meets the pole condition exactly at
`u = exp(2/g) - 1`. -/
theorem log_pole_iff {g u : ℝ} (hg : 0 < g) (hu : 0 < u) :
    g * (1 / 2 * log (1 + u)) = 1 ↔ u = exp (2 / g) - 1 := by
  constructor
  · intro h
    have hl : log (1 + u) = 2 / g := by
      rw [eq_div_iff hg.ne']
      linarith
    rw [← hl, exp_log (by linarith)]
    ring
  · intro h
    have hl : 1 + u = exp (2 / g) := by linarith
    rw [hl, log_exp]
    field_simp

/-- For attraction `g > 0` the many-body ladder has exactly one pole `iy` on the positive
imaginary energy axis, at `y = 2W / √(exp(2/g) - 1)`. -/
theorem ladder_pole {g W : ℝ} (hg : 0 < g) (hW : 0 < W) :
    0 < ladderRate g W ∧ ∀ y : ℝ, 0 < y →
      ((g : ℂ) * ladderBubble W (y * Complex.I) = 1 ↔ y = ladderRate g W) := by
  have hK : 0 < exp (2 / g) - 1 := by
    have h2 : 0 < 2 / g := by positivity
    linarith [add_one_le_exp (2 / g)]
  have hs : 0 < √(exp (2 / g) - 1) := sqrt_pos.mpr hK
  refine ⟨div_pos (by linarith) hs, fun y hy => ?_⟩
  rw [ladderBubble_eq_log W hy, ← Complex.ofReal_mul, Complex.ofReal_eq_one,
    log_pole_iff hg (by positivity)]
  unfold ladderRate
  -- it remains to solve (2W/y)² = exp(2/g) - 1 for positive y
  constructor
  · intro h
    have hr : √(exp (2 / g) - 1) = 2 * W / y := by
      rw [← h, sqrt_sq (by positivity)]
    rw [eq_div_iff hs.ne', hr]
    field_simp
  · intro h
    have hm : y * √(exp (2 / g) - 1) = 2 * W := (eq_div_iff hs.ne').mp h
    have hr : 2 * W / y = √(exp (2 / g) - 1) := by
      rw [div_eq_iff hy.ne']
      linarith
    rw [hr, sq_sqrt hK.le]

/-- A ladder pole on the positive imaginary axis requires an attractive coupling. -/
theorem attractive_of_ladder_pole {g W y : ℝ} (hW : 0 < W) (hy : 0 < y)
    (h : (g : ℂ) * ladderBubble W (y * Complex.I) = 1) : 0 < g := by
  rw [ladderBubble_eq_log W hy, ← Complex.ofReal_mul, Complex.ofReal_eq_one] at h
  have hu : 0 < (2 * W / y) ^ 2 := by positivity
  have hL : 0 < log (1 + (2 * W / y) ^ 2) := log_pos (by linarith)
  by_contra hn
  nlinarith [mul_nonneg (neg_nonneg.mpr (not_lt.mp hn)) hL.le]

/-- The ladder bubble at `iy` equals Cooper's bubble at binding energy `D` exactly when `y` is
the geometric mean of the full bandwidth `2W` and `D`. -/
theorem bubbles_agree_iff {W D y : ℝ} (hW : 0 < W) (hD : 0 < D) (hy : 0 < y) :
    ladderBubble W (y * Complex.I) = (cooperBubble W D : ℂ) ↔ y ^ 2 = 2 * W * D := by
  rw [ladderBubble_eq_log W hy, cooperBubble_eq_log hW hD, Complex.ofReal_inj]
  constructor
  · intro h
    have ha : 0 < 1 + (2 * W / y) ^ 2 := by positivity
    have hb : 0 < 1 + 2 * W / D := by positivity
    have hab := log_injOn_pos (Set.mem_Ioi.mpr ha) (Set.mem_Ioi.mpr hb) (by linarith)
    have hq : (2 * W / y) ^ 2 = 2 * W / D := by linarith
    rw [div_pow, div_eq_div_iff (by positivity) hD.ne'] at hq
    have h2 : 2 * W ≠ 0 := by positivity
    apply mul_left_cancel₀ h2
    linear_combination -hq
  · intro h
    have hq : (2 * W / y) ^ 2 = 2 * W / D := by
      rw [div_pow, div_eq_div_iff (by positivity) hD.ne', h]
      ring
    rw [hq]

/-- When both pole conditions hold at the same coupling, the ladder rate `y` exceeds the Cooper
binding energy `D` exactly for `g < 2 / log 2`. -/
theorem cooper_lt_ladder_iff {g W D y : ℝ} (hg : 0 < g) (hW : 0 < W) (hD : 0 < D) (hy : 0 < y)
    (hC : g * cooperBubble W D = 1) (hL : (g : ℂ) * ladderBubble W (y * Complex.I) = 1) :
    D < y ↔ g < 2 / log 2 := by
  have hgC : (g : ℂ) ≠ 0 := Complex.ofReal_ne_zero.mpr hg.ne'
  have hCc : (g : ℂ) * (cooperBubble W D : ℂ) = 1 := by
    rw [← Complex.ofReal_mul, hC, Complex.ofReal_one]
  have hyD := (bubbles_agree_iff hW hD hy).mp (mul_left_cancel₀ hgC (hL.trans hCc.symm))
  rw [cooperBubble_eq_log hW hD, log_pole_iff hg (by positivity), div_eq_iff hD.ne'] at hC
  -- both scales in terms of D: y² = (exp(2/g) - 1) D²
  have hy2 : y ^ 2 = (exp (2 / g) - 1) * D ^ 2 := by
    rw [hyD, hC]
    ring
  have hD2 : 0 < D ^ 2 := by positivity
  have hiff : D < y ↔ 2 < exp (2 / g) := by
    constructor
    · intro h
      by_contra hn
      have h1 := mul_nonneg (sub_nonneg.mpr (not_lt.mp hn)) hD2.le
      nlinarith
    · intro h
      by_contra hn
      have h1 := mul_pos (sub_pos.mpr h) hD2
      have h2 := not_lt.mp hn
      nlinarith
  have hlog : 0 < log 2 := log_pos (by norm_num)
  rw [hiff, ← log_lt_iff_lt_exp (by norm_num), lt_div_iff₀ hg, lt_div_iff₀ hlog, mul_comm]

/-- For `g > 0` and `W > 0` the ladder rate exceeds `2W exp(-1/g)`. -/
theorem ladderRate_lower_bound {g W : ℝ} (hg : 0 < g) (hW : 0 < W) :
    2 * W * exp (-(1 / g)) < ladderRate g W := by
  have hK : 0 < exp (2 / g) - 1 := by
    have h2 : 0 < 2 / g := by positivity
    linarith [add_one_le_exp (2 / g)]
  have hE : exp (2 / g) = exp (1 / g) * exp (1 / g) := by
    rw [← exp_add]
    congr 1
    ring
  have hlt : √(exp (2 / g) - 1) < exp (1 / g) := by
    rw [sqrt_lt' (exp_pos _), hE]
    nlinarith
  unfold ladderRate
  rw [exp_neg, ← div_eq_mul_inv]
  exact div_lt_div_of_pos_left (by linarith) (sqrt_pos.mpr hK) hlt

end

end CooperVersusLadder
```

```lean
#print axioms CooperVersusLadder.ladder_pole
#print axioms CooperVersusLadder.attractive_of_ladder_pole
#print axioms CooperVersusLadder.cooper_lt_ladder_iff
#print axioms CooperVersusLadder.ladderRate_lower_bound
```

```
'CooperVersusLadder.ladder_pole' depends on axioms: [propext, Classical.choice, Quot.sound]
'CooperVersusLadder.attractive_of_ladder_pole' depends on axioms: [propext, Classical.choice, Quot.sound]
'CooperVersusLadder.cooper_lt_ladder_iff' depends on axioms: [propext, Classical.choice, Quot.sound]
'CooperVersusLadder.ladderRate_lower_bound' depends on axioms: [propext, Classical.choice, Quot.sound]
```

## From the integrals to the pole

`ladderBubble_imag` combines the fractions at each `x`. Their denominators are nonzero because their imaginary parts are $\mp y$. `ladderBubble_eq_log` and `cooperBubble_eq_log` then verify the antiderivatives $\frac12\log(4x^2+y^2)$ and $\frac12\log(2x+D)$ and apply the fundamental theorem of calculus.

`log_pole_iff` inverts the logarithm for any positive argument $u$. `ladder_pole` uses it with $u=(2W/y)^2$ and takes the positive square root, checking both directions. `attractive_of_ladder_pole` obtains a contradiction from $g\le0$ and the positivity of the logarithm.

`bubbles_agree_iff` uses injectivity of the logarithm on positive numbers, then clears denominators. In `cooper_lt_ladder_iff`, cancelling $g$ from the two pole conditions makes the bubbles equal, which supplies $y^2=2WD$; `log_pole_iff` turns this into $y^2=(e^{2/g}-1)D^2$, and comparing squares gives the threshold. `ladderRate_lower_bound` writes $e^{2/g}$ as $(e^{1/g})^2$ and compares the two denominators.
